# Dilation energy of a short-range polaron: a minimum in one dimension, a threshold in two, a barrier in three

A simple variational treatment of a polaron starts from a trial orbital of some chosen width, and a scan over that width shows whether compressing or spreading that orbital lowers its energy. For an adiabatic continuum model with short-range coupling, the scan needs only two numbers from the trial orbital: its kinetic energy $T$ and its self-trapping energy $V$. If the orbital is compressed by a factor $s$ at fixed norm in $d$ dimensions, its energy is

$$E(s)=Ts^2-Vs^d .$$

This is the short-range part of Emin–Holstein scaling. For $T,V>0$ and $s\ge 0$:

- For $d=1$, the minimum is $-V^2/(4T)$, at $s=V/(2T)$.
- For $d=2$, negative energies occur if and only if $V>T$, and $E$ is then unbounded below.
- For $d=3$, $s=0$ is a strict local minimum, separated from all negative energies by a barrier of height $4T^3/(27V^2)$.
- For every $d\ge 3$, $E$ is unbounded below.

## Width scans, starting orbitals and grid refinement

The formula replaces repeated integration over a family of widths by one evaluation of $T$ and $V$. It also gives a check on an implementation: compressing an orbital by $s$ must multiply the kinetic term by $s^2$ and the quartic term by $s^d$, up to discretisation and box errors.

In three dimensions the starting width matters. A downhill search in $s$ that begins on the broad side of the barrier moves towards the delocalised state, although compact orbitals of lower energy exist. On the compact side the continuum model has no lowest energy, so a finite answer from a grid calculation there depends on the short-distance cutoff that the grid supplies. These statements concern one electron in a classical, fully relaxed lattice, followed along a one-parameter family of orbitals.

## From the functional to the four cases

Let $\psi$ be a real orbital on $d$-dimensional space. For one electron it is normalised, $\int\psi^2\,dx=1$, so that $\psi^2$ is the electron density; the scaling identity below holds for any norm. The energy functional is

$$\mathcal E[\psi]=t\int|\nabla\psi|^2\,dx-g\int\psi^4\,dx .$$

The constant $t$ stands for $\hbar^2/(2m)$, with $m$ the band mass. The constant $g$ measures the lattice response. If a local displacement $u$ costs elastic energy $\tfrac12Ku^2$ per unit volume, with stiffness $K>0$, and couples to the density through the energy density $-Au\psi^2$, with coupling constant $A$, the relaxed displacement is $u=A\psi^2/K$. Substituting it leaves $-A^2\psi^4/(2K)$, hence $g=A^2/(2K)$.

For $s>0$ define $\psi_s(x)=s^{d/2}\psi(sx)$. With $y=sx$ and $dx=s^{-d}dy$,

$$\int\psi_s^2\,dx=s^d s^{-d}\int\psi^2\,dy=\int\psi^2\,dy .$$

The chain rule gives $\nabla\psi_s(x)=s^{d/2}\,s\,(\nabla\psi)(sx)$, so

$$\int|\nabla\psi_s|^2dx=s^{d+2}s^{-d}\int|\nabla\psi|^2dy=s^2\int|\nabla\psi|^2dy,$$

$$\int\psi_s^4\,dx=s^{2d}s^{-d}\int\psi^4\,dy=s^d\int\psi^4\,dy .$$

With $T=t\int|\nabla\psi|^2$ and $V=g\int\psi^4$ this is $\mathcal E[\psi_s]=Ts^2-Vs^d$. The point $s=0$ is the limit of an infinitely spread orbital and is not itself a normalised state.

**One dimension.** Completing the square gives

$$Ts^2-Vs=-\frac{V^2}{4T}+T\Bigl(s-\frac{V}{2T}\Bigr)^2 ,$$

so the minimum is reached only at $s=V/(2T)$.

**Two dimensions.** Here $E(s)=(T-V)s^2$. It takes a negative value only if $V>T$, and in that case it decreases without limit as $s$ grows.

**Three dimensions.** Writing $E(s)=s^2(T-Vs)$ shows that $E>0$ for $0<s<T/V$ and $E<0$ only for $s>T/V$. The derivative $2Ts-3Vs^2$ vanishes at $a=2T/(3V)$, where $E(a)=4T^3/(27V^2)$. Expanding confirms

$$\frac{4T^3}{27V^2}-E(s)=V\Bigl(s-\frac{2T}{3V}\Bigr)^2\Bigl(s+\frac{T}{3V}\Bigr)\ge 0\qquad(s\ge 0).$$

Any $s_1$ with negative energy exceeds $T/V$, hence also $a$, so the interval from $0$ to $s_1$ contains the barrier top.

**Three or more dimensions.** For $s\ge1$ we have $s^d\ge s^3$, hence $E(s)\le -s^2(Vs-T)$. Given any real $M$, take $s=1+(T+1+|M|)/V$. Then $Vs-T=V+1+|M|$, and $E(s)\le-(V+1+|M|)<-M$.

## One pair of energies in three dimensionalities

Take $T=3$ and $V=2$ in some energy unit.

- For $d=1$, the minimum is $-4/12=-1/3$ at $s=1/3$.
- For $d=2$, $E(s)=s^2$, which is never negative.
- For $d=3$, the barrier top lies at $s=1$ with $E(1)=3-2=1$, in agreement with $4\cdot27/(27\cdot4)=1$. The energy returns to zero at $s=3/2$, and $E(2)=12-16=-4$.

## The Lean file

```lean
import Mathlib

open MeasureTheory Set

namespace EminHolsteinScaling

noncomputable section

/-- Euclidean space of dimension `d`, in which the electron moves. -/
abbrev Space (d : ℕ) := EuclideanSpace ℝ (Fin d)

/-- The adiabatic energy of an electron with short-range lattice coupling: kinetic energy
minus the self-trapping energy, which is quadratic in the density `ψ ^ 2`. -/
def polaronEnergy {d : ℕ} (t g : ℝ) (ψ : Space d → ℝ) : ℝ :=
  t * (∫ x, ‖fderiv ℝ ψ x‖ ^ 2) - g * ∫ x, ψ x ^ 4

/-- The orbital `ψ` compressed by the factor `s`, with amplitude `s ^ (d / 2)`. -/
def dilate {d : ℕ} (s : ℝ) (ψ : Space d → ℝ) (x : Space d) : ℝ :=
  √(s ^ d) * ψ (s • x)

/-- The scaling energy `T s ^ 2 - V s ^ d`, with a kinetic and a short-range term. -/
def scalingEnergy (T V : ℝ) (d : ℕ) (s : ℝ) : ℝ := T * s ^ 2 - V * s ^ d

/-- Compressing the argument of a function by `s` divides its integral by `s ^ d`. -/
theorem integral_comp_dilation {d : ℕ} (f : Space d → ℝ) {s : ℝ} (hs : 0 < s) :
    ∫ x : Space d, f (s • x) = (s ^ d)⁻¹ * ∫ x, f x := by
  have h := Measure.integral_comp_smul (volume : Measure (Space d)) f s
  have hp : 0 < (s ^ d)⁻¹ := by positivity
  rw [finrank_euclideanSpace_fin, abs_of_pos hp, smul_eq_mul] at h
  exact h

/-- The gradient of a compressed orbital is the compressed gradient times `s`. -/
theorem hasFDerivAt_dilate {d : ℕ} {ψ : Space d → ℝ} (hψ : Differentiable ℝ ψ)
    (s : ℝ) (x : Space d) :
    HasFDerivAt (dilate s ψ) (√(s ^ d) • (s • fderiv ℝ ψ (s • x))) x := by
  have h1 : HasFDerivAt (fun y : Space d => s • y)
      (s • ContinuousLinearMap.id ℝ (Space d)) x := (hasFDerivAt_id x).const_smul s
  have h2 := ((hψ (s • x)).hasFDerivAt.comp x h1).const_smul (√(s ^ d))
  have h3 : √(s ^ d) • (s • fderiv ℝ ψ (s • x)) =
      √(s ^ d) • ((fderiv ℝ ψ (s • x)).comp (s • ContinuousLinearMap.id ℝ (Space d))) :=
    ContinuousLinearMap.ext fun v => by simp
  rw [h3]
  exact h2

/-- Compression preserves the norm of the orbital. -/
theorem norm_dilate {d : ℕ} (ψ : Space d → ℝ) {s : ℝ} (hs : 0 < s) :
    ∫ x, dilate s ψ x ^ 2 = ∫ x, ψ x ^ 2 := by
  have hp : 0 < s ^ d := by positivity
  have h : ∀ x, dilate s ψ x ^ 2 = s ^ d * ψ (s • x) ^ 2 := by
    intro x
    rw [dilate, mul_pow, Real.sq_sqrt hp.le]
  have k : ∫ x : Space d, ψ (s • x) ^ 2 = (s ^ d)⁻¹ * ∫ x, ψ x ^ 2 :=
    integral_comp_dilation (fun x => ψ x ^ 2) hs
  simp_rw [h]
  rw [integral_const_mul, k, mul_inv_cancel_left₀ hp.ne']

/-- The energy of the compressed orbital is the scaling energy, with `T` and `V` the kinetic
and self-trapping energies of the original orbital. -/
theorem polaronEnergy_dilate {d : ℕ} (t g : ℝ) {ψ : Space d → ℝ}
    (hψ : Differentiable ℝ ψ) {s : ℝ} (hs : 0 < s) :
    polaronEnergy t g (dilate s ψ) =
      scalingEnergy (t * ∫ x, ‖fderiv ℝ ψ x‖ ^ 2) (g * ∫ x, ψ x ^ 4) d s := by
  have hp : 0 < s ^ d := by positivity
  have hr : √(s ^ d) ^ 2 = s ^ d := Real.sq_sqrt hp.le
  -- pointwise scaling of the two energy densities
  have hK : ∀ x, ‖fderiv ℝ (dilate s ψ) x‖ ^ 2 =
      (s ^ d * s ^ 2) * ‖fderiv ℝ ψ (s • x)‖ ^ 2 := by
    intro x
    rw [(hasFDerivAt_dilate hψ s x).fderiv, norm_smul, norm_smul, mul_pow, mul_pow,
      Real.norm_eq_abs, Real.norm_eq_abs, sq_abs, sq_abs, hr, mul_assoc]
  have hV : ∀ x, dilate s ψ x ^ 4 = (s ^ d * s ^ d) * ψ (s • x) ^ 4 := by
    intro x
    have h4 : √(s ^ d) ^ 4 = s ^ d * s ^ d := by
      calc √(s ^ d) ^ 4 = √(s ^ d) ^ 2 * √(s ^ d) ^ 2 := by ring
        _ = s ^ d * s ^ d := by rw [hr]
    rw [dilate, mul_pow, h4]
  -- change of variables in both integrals
  have kK : ∫ x : Space d, ‖fderiv ℝ ψ (s • x)‖ ^ 2 =
      (s ^ d)⁻¹ * ∫ x, ‖fderiv ℝ ψ x‖ ^ 2 :=
    integral_comp_dilation (fun x => ‖fderiv ℝ ψ x‖ ^ 2) hs
  have kV : ∫ x : Space d, ψ (s • x) ^ 4 = (s ^ d)⁻¹ * ∫ x, ψ x ^ 4 :=
    integral_comp_dilation (fun x => ψ x ^ 4) hs
  have hc : s ^ d * (s ^ d)⁻¹ = 1 := mul_inv_cancel₀ hp.ne'
  unfold polaronEnergy scalingEnergy
  simp_rw [hK, hV]
  rw [integral_const_mul, integral_const_mul, kK, kV]
  linear_combination (t * s ^ 2 * (∫ x, ‖fderiv ℝ ψ x‖ ^ 2)
    - g * s ^ d * ∫ x, ψ x ^ 4) * hc

/-- In one dimension the least scaling energy on `s ≥ 0` is `-V ^ 2 / (4 T)`, and it is
reached only at `s = V / (2 T)`. -/
theorem one_dim_minimum {T V : ℝ} (hT : 0 < T) (hV : 0 < V) :
    IsLeast (scalingEnergy T V 1 '' Ici 0) (-V ^ 2 / (4 * T)) ∧
      ∀ s, scalingEnergy T V 1 s = -V ^ 2 / (4 * T) ↔ s = V / (2 * T) := by
  -- complete the square
  have key : ∀ s, scalingEnergy T V 1 s = -V ^ 2 / (4 * T) + T * (s - V / (2 * T)) ^ 2 := by
    intro s
    unfold scalingEnergy
    field_simp
    ring
  refine ⟨⟨⟨V / (2 * T), ?_, ?_⟩, ?_⟩, ?_⟩
  · exact mem_Ici.mpr (by positivity)
  · rw [key]; simp
  · rintro _ ⟨s, -, rfl⟩
    rw [key]
    have : 0 ≤ T * (s - V / (2 * T)) ^ 2 := by positivity
    linarith
  · intro s
    rw [key, add_eq_left, mul_eq_zero, or_iff_right hT.ne', sq_eq_zero_iff, sub_eq_zero]

/-- In two dimensions the scaling energy takes negative values exactly when `V > T`, and in
that case it is unbounded below. -/
theorem two_dim_threshold (T V : ℝ) :
    ((∃ s, 0 ≤ s ∧ scalingEnergy T V 2 s < 0) ↔ T < V) ∧
      (T < V → ∀ M : ℝ, ∃ s, 0 ≤ s ∧ scalingEnergy T V 2 s < -M) := by
  have collapse : T < V → ∀ M : ℝ, ∃ s, 0 ≤ s ∧ scalingEnergy T V 2 s < -M := by
    intro h M
    have hd : 0 < V - T := sub_pos.mpr h
    have hq : 0 ≤ |M| / (V - T) := by positivity
    have hm : (V - T) * (|M| / (V - T)) = |M| := mul_div_cancel₀ _ hd.ne'
    refine ⟨1 + |M| / (V - T), by linarith, ?_⟩
    unfold scalingEnergy
    have h2 : 0 ≤ (V - T) * (|M| / (V - T)) ^ 2 := by positivity
    nlinarith [le_abs_self M, abs_nonneg M]
  refine ⟨⟨?_, fun h => by simpa using collapse h 0⟩, collapse⟩
  rintro ⟨s, -, hs⟩
  unfold scalingEnergy at hs
  by_contra hn
  have : 0 ≤ (T - V) * s ^ 2 := mul_nonneg (by linarith) (sq_nonneg s)
  linarith

/-- In three dimensions `s = 0` is a strict local minimum on `s ≥ 0`, and the highest energy
met between it and any state of negative energy is `4 T ^ 3 / (27 V ^ 2)`. -/
theorem three_dim_barrier {T V : ℝ} (hT : 0 < T) (hV : 0 < V) :
    (∀ s, 0 < s → s < T / V → scalingEnergy T V 3 0 < scalingEnergy T V 3 s) ∧
      ∀ s₁, 0 ≤ s₁ → scalingEnergy T V 3 s₁ < 0 →
        IsGreatest (scalingEnergy T V 3 '' Icc 0 s₁) (4 * T ^ 3 / (27 * V ^ 2)) := by
  have fac : ∀ s, scalingEnergy T V 3 s = s ^ 2 * (T - s * V) := by
    intro s
    unfold scalingEnergy
    ring
  -- the distance to the barrier top has a double root at `2 T / (3 V)`
  have key : ∀ s, scalingEnergy T V 3 s = 4 * T ^ 3 / (27 * V ^ 2)
      - V * (s - 2 * T / (3 * V)) ^ 2 * (s + T / (3 * V)) := by
    intro s
    unfold scalingEnergy
    field_simp
    ring
  constructor
  · intro s hs h
    have h' : s * V < T := (lt_div_iff₀ hV).mp h
    have h0 : scalingEnergy T V 3 0 = 0 := by simp [scalingEnergy]
    rw [h0, fac]
    exact mul_pos (by positivity) (by linarith)
  · intro s₁ _ hneg
    have h1 : T < s₁ * V := by
      by_contra hn
      rw [fac] at hneg
      have : 0 ≤ s₁ ^ 2 * (T - s₁ * V) := mul_nonneg (sq_nonneg _) (by linarith)
      linarith
    refine ⟨⟨2 * T / (3 * V), ⟨by positivity, ?_⟩, ?_⟩, ?_⟩
    · rw [div_le_iff₀ (by positivity)]
      nlinarith
    · rw [key]; simp
    · rintro _ ⟨s, hs, rfl⟩
      have hs0 : 0 ≤ s := hs.1
      rw [key]
      have : 0 ≤ V * (s - 2 * T / (3 * V)) ^ 2 * (s + T / (3 * V)) := by positivity
      linarith

/-- In three or more dimensions the scaling energy is unbounded below on `s > 0`. -/
theorem scaling_collapse {T V : ℝ} (hT : 0 < T) (hV : 0 < V) {d : ℕ} (hd : 3 ≤ d) (M : ℝ) :
    ∃ s, 0 < s ∧ scalingEnergy T V d s < -M := by
  obtain ⟨s, hs⟩ : ∃ s, s = 1 + (T + 1 + |M|) / V := ⟨_, rfl⟩
  have hq : 0 ≤ (T + 1 + |M|) / V := by positivity
  have h1 : 1 ≤ s := by linarith
  have hVs : V * s = V + (T + 1 + |M|) := by
    rw [hs, mul_add, mul_one, mul_div_cancel₀ _ hV.ne']
  refine ⟨s, by linarith, ?_⟩
  have h3 : V * s ^ 3 ≤ V * s ^ d :=
    mul_le_mul_of_nonneg_left (pow_le_pow_right₀ h1 hd) hV.le
  have h2 : 1 ≤ s ^ 2 := one_le_pow₀ h1
  have e : T * s ^ 2 - V * s ^ 3 = -(s ^ 2 * (V + 1 + |M|)) := by
    linear_combination (-s ^ 2) * hVs
  have h5 : 1 * (V + 1 + |M|) ≤ s ^ 2 * (V + 1 + |M|) :=
    mul_le_mul_of_nonneg_right h2 (by positivity)
  unfold scalingEnergy
  linarith [le_abs_self M]

/-- In three or more dimensions, a differentiable orbital with positive kinetic and self-trapping
energies has differentiable companions of the same norm and arbitrarily low polaron energy. -/
theorem polaronEnergy_collapse {d : ℕ} (hd : 3 ≤ d) {t g : ℝ} {ψ : Space d → ℝ}
    (hψ : Differentiable ℝ ψ) (hT : 0 < t * ∫ x, ‖fderiv ℝ ψ x‖ ^ 2)
    (hV : 0 < g * ∫ x, ψ x ^ 4) (M : ℝ) :
    ∃ φ : Space d → ℝ, Differentiable ℝ φ ∧ ∫ x, φ x ^ 2 = ∫ x, ψ x ^ 2 ∧
      polaronEnergy t g φ < -M := by
  obtain ⟨s, hs, hE⟩ := scaling_collapse hT hV hd M
  refine ⟨dilate s ψ, fun x => (hasFDerivAt_dilate hψ s x).differentiableAt,
    norm_dilate ψ hs, ?_⟩
  rw [polaronEnergy_dilate t g hψ hs]
  exact hE

end

end EminHolsteinScaling
```

```lean
#print axioms EminHolsteinScaling.one_dim_minimum
#print axioms EminHolsteinScaling.two_dim_threshold
#print axioms EminHolsteinScaling.three_dim_barrier
#print axioms EminHolsteinScaling.polaronEnergy_collapse
```

```
'EminHolsteinScaling.one_dim_minimum' depends on axioms: [propext, Classical.choice, Quot.sound]
'EminHolsteinScaling.two_dim_threshold' depends on axioms: [propext, Classical.choice, Quot.sound]
'EminHolsteinScaling.three_dim_barrier' depends on axioms: [propext, Classical.choice, Quot.sound]
'EminHolsteinScaling.polaronEnergy_collapse' depends on axioms: [propext, Classical.choice, Quot.sound]
```

## How the Lean statements map to the model

`Space d` is $d$-dimensional Euclidean space, and an orbital is a function `ψ : Space d → ℝ`. The derivative `fderiv ℝ ψ x` is a linear functional whose norm equals the length of the gradient. `polaronEnergy` is $\mathcal E$, `dilate s ψ` is $\psi_s$ with the amplitude written as `√(s ^ d)`, and `scalingEnergy T V d s` is $E(s)$.

`norm_dilate` and `polaronEnergy_dilate` state norm conservation and the scaling identity for $s>0$; the second assumes that $\psi$ is differentiable everywhere. In `one_dim_minimum`, `IsLeast` says that the stated energy is attained on $s\ge0$ and that no energy there is lower. The uniqueness clause holds for all real $s$. `two_dim_threshold` needs no sign condition on $T$ or $V$.

`three_dim_barrier` expresses the strict local minimum as $E(0)<E(s)$ for $0<s<T/V$. Its second part says that, for every $s_1\ge0$ of negative energy, the greatest value of $E$ on $[0,s_1]$ is $4T^3/(27V^2)$.

`polaronEnergy_collapse` carries the unboundedness over to the functional. For $d\ge3$, and a differentiable orbital with positive $T$ and $V$, there are differentiable orbitals with the same norm integral and energy below any prescribed value. Lean assigns the value zero to the integral of a non-integrable function, so the norm equality has its physical meaning when $\psi$ is square-integrable, as a normalised orbital is. For the same reason the statement does not itself say that the new orbital has finite kinetic energy. The proof supplies this: it takes a dilation of $\psi$, and positive $T$ and $V$ already require both energy integrals of $\psi$ to be finite.

## How the proofs follow the derivation

`integral_comp_dilation` is the substitution $y=sx$, obtained from Mathlib's theorem on scaled integrals. `hasFDerivAt_dilate` is the chain rule. In `polaronEnergy_dilate`, the steps `hK` and `hV` scale the two energy densities pointwise, `kK` and `kV` change variables in the integrals, and the final `linear_combination` cancels $s^d$ against its inverse.

The fact named `key` in `one_dim_minimum` is the completed square; in `three_dim_barrier` it is the factorised distance to the barrier top. Both are verified by clearing denominators with `field_simp` and expanding with `ring`. The bounds then follow because the remaining terms are non-negative, which `positivity` establishes. In three dimensions, `h1` shows that a negative-energy state satisfies $T<s_1V$, which places the barrier top inside the interval.

In `two_dim_threshold`, unboundedness is shown with the explicit choice $s=1+|M|/(V-T)$, and existence of a negative energy is the case $M=0$. `scaling_collapse` uses the value of $s$ given in the derivation, and `polaronEnergy_collapse` applies it to the dilated orbital.

## Limits set by the continuum model

The scaling identity is exact for the continuum functional on all of space. A periodic cell or a finite grid breaks it once the orbital reaches the cell boundary or becomes as narrow as the grid spacing. Gaussians satisfy the differentiability hypothesis of the Lean theorem. An orbital with a cusp, such as $e^{-|x|}$, does not, although its energy scales in the same way, because the single point without a gradient does not affect the integrals.

The functional itself is an input: the elimination of the lattice displacement is not formalised, and quantum motion of the lattice is absent. The one-dimensional minimum is the best energy within the dilations of the chosen orbital, so it is an upper bound on the infimum over all orbitals of that norm. Likewise, the barrier belongs to the dilation path, and a path that also changes the orbital's shape may cross at lower energy.

## Long-range coupling in three dimensions

The one-dimensional algebra also covers a Pekar-type polaron in three dimensions. There the attraction is proportional to

$$\iint\frac{\psi(x)^2\psi(y)^2}{|x-y|}\,dx\,dy .$$

Under the same dilation the two densities keep their norms while $1/|x-y|$ gains a factor $s$. With $W>0$ the long-range self-trapping energy of the original orbital, the total is $Ts^2-Ws$, and its minimum is $-W^2/(4T)$ at $s=W/(2T)$. Long-range coupling alone therefore gives a finite optimal width along this path, with no barrier. The file contains the algebra of this minimum but no Coulomb integral, whose scaling rests on the argument just given.
